# Radial kinetic balance: the small-component overlap as a kinetic energy form for functions that vanish at the ends of a shell

## Radial functions and their small components

Let 0 < a ≤ b, and let r be the distance from the nucleus, restricted to the shell a ≤ r ≤ b. A radial function P is the large component of a Dirac spinor with the factor 1/r split off, so that the large component itself is P(r)/r times a spin-angular function. P is real and continuously differentiable on [a, b], and P' is its derivative. A second function of the same kind is called Q; throughout, Q is another large component, not the small component that often bears this letter.

For a real number κ, the kinetically balanced small component generated by P is

P' + κP/r.

In Dirac theory κ is a nonzero integer that fixes both the total angular momentum j and the orbital angular momentum l of the large component: κ = l for j = l − 1/2, and κ = −(l + 1) for j = l + 1/2. The identities below hold for every real κ. The customary prefactor 1/(2c), with c the speed of light in atomic units, is left out until it is needed.

Two integrals are compared. The small-component overlap is

S(P, Q) = ∫ (P' + κP/r)(Q' + κQ/r) dr,

and the radial energy form with centrifugal strength g is

E_g(P, Q) = ∫ (P'Q' + g PQ/r²) dr,

both taken from a to b. With g = l(l + 1), and if P or Q vanishes at both ends, half of E_g is the nonrelativistic kinetic energy matrix element in atomic units.

The claim is that if P vanishes at a and at b, then for every real κ

∫ (P' + κP/r)² dr = ∫ (P'² + κ(κ + 1)P²/r²) dr.

In a finite-basis Dirac calculation with restricted kinetic balance, this relation turns the small-component metric into the nonrelativistic kinetic energy matrix divided by 2c², here for radial functions confined to a finite shell that excludes the nucleus.

## The cross terms form a total derivative

Multiply out the two small components:

(P' + κP/r)(Q' + κQ/r) = P'Q' + κ(P'Q + PQ')/r + κ²PQ/r².

The middle term is nearly the derivative of PQ/r, for which the product and quotient rules give

(PQ/r)' = (P'Q + PQ')/r − PQ/r².

Solving for the first term on the right and inserting it above gives

(P' + κP/r)(Q' + κQ/r) = P'Q' + κ(κ + 1)PQ/r² + κ(PQ/r)'.

The additional κPQ/r² has turned κ² into κ(κ + 1). Integrating from a to b yields

S(P, Q) = E_g(P, Q) + κ[P(b)Q(b)/b − P(a)Q(a)/a], with g = κ(κ + 1).

If P(a) = P(b) = 0, the bracket is zero whatever Q does at the ends. Setting Q = P gives the claim.

Both Dirac values of κ lead to the same centrifugal strength. For κ = l it is l(l + 1), and for κ = −(l + 1) it is (−(l + 1))(−l) = l(l + 1). With the prefactor 1/(2c) on each small component, the overlap becomes S/(4c²), and therefore

2c² · S/(4c²) = S/2 = ½ ∫ (P'Q' + l(l + 1)PQ/r²) dr.

## One zero is not enough

Take a = 1, b = 2, κ = 1 and P(r) = r − 1. This function vanishes at a but not at b. Its small component is 2 − 1/r, and

∫ (2 − 1/r)² dr = 9/2 − 4 ln 2,

whereas

∫ (1 + 2(r − 1)²/r²) dr = 4 − 4 ln 2.

The two sides differ by 1/2, which is exactly the boundary term κP(b)²/b.

## The shell and the integrals in Lean

The file works with real functions of a real variable and opens the namespaces for sets and measure theory.

```lean
import Mathlib

open Set MeasureTheory

namespace RadialKineticBalance

noncomputable section
```

The functions `P` and `P'` are separate arguments, and the following structure ties them together.

```lean
/-- A radial function `P` that is continuously differentiable on the shell `[a, b]`,
with derivative `P'`. -/
structure RadialC1 (a b : ℝ) (P P' : ℝ → ℝ) : Prop where
  cont : ContinuousOn P (Icc a b)
  hasDeriv : ∀ r ∈ Ioo a b, HasDerivAt P (P' r) r
  contDeriv : ContinuousOn P' (Icc a b)
```

`Icc a b` is the closed interval and `Ioo a b` the open one. The field `hasDeriv` says that `P'` is the derivative of `P` at interior points; `cont` and `contDeriv` say that both functions are continuous up to the ends. Nothing is required outside the shell. Functions with a kink inside the shell are excluded.

```lean
/-- The kinetically balanced small component `P' + κ P / r`, without its prefactor. -/
def smallComponent (κ : ℝ) (P P' : ℝ → ℝ) (r : ℝ) : ℝ := P' r + κ * P r / r
```

This is P' + κP/r as a function of `r`, with `κ` an arbitrary real number.

```lean
/-- The overlap of the small components generated by `P` and `Q`. -/
def smallOverlap (a b κ : ℝ) (P P' Q Q' : ℝ → ℝ) : ℝ :=
  ∫ r in a..b, smallComponent κ P P' r * smallComponent κ Q Q' r
```

The overlap takes two functions with their derivatives, so the results apply to each entry of a basis-set matrix and not only to its diagonal. The notation `∫ r in a..b` is the integral from a to b. There is no factor r² in the integrand, because the factor 1/r has already been split off from the spinor components.

```lean
/-- The radial energy form `∫ (P' Q' + g P Q / r²)` with centrifugal strength `g`. -/
def energyForm (a b g : ℝ) (P P' Q Q' : ℝ → ℝ) : ℝ :=
  ∫ r in a..b, (P' r * Q' r + g * (P r * Q r) / r ^ 2)
```

The centrifugal strength `g` is a free real parameter here. The theorems set it to `κ * (κ + 1)`.

```lean
/-- Half the radial energy form with centrifugal strength `l (l + 1)`. -/
def radialKinetic (a b : ℝ) (l : ℕ) (P P' Q Q' : ℝ → ℝ) : ℝ :=
  1 / 2 * energyForm a b ((l : ℝ) * (l + 1)) P P' Q Q'
```

The angular momentum `l` is a natural number, and the factor `1 / 2` is ħ²/(2m) in atomic units. The kinetic energy is defined in its symmetric form, with one derivative on each function. This asks for no second derivatives, and it is the form in which kinetic energy matrix elements appear after integration by parts when P or Q vanishes at both ends, so that no boundary term is left. Without such a condition the expression need not be the kinetic energy: for l = 0, P = Q = r belongs to a constant wave function, yet the expression equals (b − a)/2.

## The overlap with its boundary term

The general identity makes no assumption about the values of the functions at the ends.

```lean
variable {a b : ℝ} {P P' Q Q' : ℝ → ℝ}

/-- The small-component overlap is the radial energy form with centrifugal strength
`κ (κ + 1)` plus a boundary term. -/
theorem smallOverlap_eq_add_boundary (ha : 0 < a) (hab : a ≤ b)
    (hP : RadialC1 a b P P') (hQ : RadialC1 a b Q Q') (κ : ℝ) :
    smallOverlap a b κ P P' Q Q' =
      energyForm a b (κ * (κ + 1)) P P' Q Q' + κ * (P b * Q b / b - P a * Q a / a) := by
  have hne : ∀ r ∈ Icc a b, r ≠ 0 := fun r hr => (lt_of_lt_of_le ha hr.1).ne'
  have hne2 : ∀ r ∈ Icc a b, r ^ 2 ≠ 0 := fun r hr => pow_ne_zero 2 (hne r hr)
  have hid : ContinuousOn (fun r : ℝ => r) (Icc a b) := continuousOn_id
  have hid2 : ContinuousOn (fun r : ℝ => r ^ 2) (Icc a b) := hid.pow 2
  have hPQ : ContinuousOn (fun r => P r * Q r) (Icc a b) := hP.cont.mul hQ.cont
  have hF : ContinuousOn (fun r => P r * Q r / r) (Icc a b) := hPQ.div hid hne
  have hF' : ContinuousOn
      (fun r => (P' r * Q r + P r * Q' r) / r - P r * Q r / r ^ 2) (Icc a b) :=
    (((hP.contDeriv.mul hQ.cont).add (hP.cont.mul hQ.contDeriv)).div hid hne).sub
      (hPQ.div hid2 hne2)
  have hG : ContinuousOn
      (fun r => P' r * Q' r + κ * (κ + 1) * (P r * Q r) / r ^ 2) (Icc a b) :=
    (hP.contDeriv.mul hQ.contDeriv).add ((continuousOn_const.mul hPQ).div hid2 hne2)
  have iF' := hF'.intervalIntegrable_of_Icc (μ := volume) hab
  have iG := hG.intervalIntegrable_of_Icc (μ := volume) hab
  -- the fundamental theorem of calculus for `P Q / r`
  have hftc : ∫ r in a..b, ((P' r * Q r + P r * Q' r) / r - P r * Q r / r ^ 2) =
      P b * Q b / b - P a * Q a / a := by
    refine intervalIntegral.integral_eq_sub_of_hasDerivAt_of_le
      (f := fun r => P r * Q r / r) hab hF (fun r hr => ?_) iF'
    have h0 : r ≠ 0 := hne r (Ioo_subset_Icc_self hr)
    refine (((hP.hasDeriv r hr).fun_mul (hQ.hasDeriv r hr)).fun_div
      (hasDerivAt_id' r) h0).congr_deriv ?_
    field_simp
  -- the cross terms combine into a total derivative
  have hpt : (fun r => smallComponent κ P P' r * smallComponent κ Q Q' r) =
      fun r => (P' r * Q' r + κ * (κ + 1) * (P r * Q r) / r ^ 2) +
        κ * ((P' r * Q r + P r * Q' r) / r - P r * Q r / r ^ 2) := by
    funext r
    simp only [smallComponent]
    ring
  unfold smallOverlap energyForm
  rw [hpt, intervalIntegral.integral_add iG (iF'.const_mul κ),
    intervalIntegral.integral_const_mul, hftc]
```

The hypotheses are 0 < a, a ≤ b, and continuous differentiability of both functions. The condition `ha` keeps the shell away from the origin, where 1/r is singular; the limits a → 0 and b → ∞ are not treated.

The first part of the proof records that r and r² are nonzero on the shell and derives continuity of three functions: PQ/r, its derivative, and the integrand of the energy form. Continuity on a closed interval gives integrability, stored as `iF'` and `iG`.

The step `hftc` is the fundamental theorem of calculus for PQ/r. The version used needs continuity on the closed interval and a derivative only in the interior, which is what `RadialC1` supplies. The product and quotient rules produce the derivative in one algebraic arrangement, and `field_simp` shows that it agrees with the arrangement in the hand derivation.

The step `hpt` is the pointwise expansion: the product of small components equals the energy integrand plus κ times the derivative of PQ/r. After unfolding the small components, `ring` verifies it. The last lines split the integral of the sum, take κ out of the second integral, and insert `hftc`.

## Functions that vanish at both ends

```lean
/-- If `P` vanishes at both ends of the shell, the small-component overlap of `P` with any `Q`
equals the radial energy form with centrifugal strength `κ (κ + 1)`. -/
theorem smallOverlap_eq_energyForm (ha : 0 < a) (hab : a ≤ b)
    (hP : RadialC1 a b P P') (hQ : RadialC1 a b Q Q') (hPa : P a = 0) (hPb : P b = 0)
    (κ : ℝ) :
    smallOverlap a b κ P P' Q Q' = energyForm a b (κ * (κ + 1)) P P' Q Q' := by
  rw [smallOverlap_eq_add_boundary ha hab hP hQ κ, hPa, hPb]
  simp
```

Only `P` has to vanish; `Q` may take any values at a and b. The proof puts `P a = 0` and `P b = 0` into the boundary term, and `simp` removes what is left.

```lean
/-- For `P` vanishing at both ends of the shell and every real `κ`, the integral of `(P' + κ P /
r)²` equals that of `P'² + κ (κ + 1) P² / r²`. -/
theorem radial_kinetic_balance (ha : 0 < a) (hab : a ≤ b)
    (hP : RadialC1 a b P P') (hPa : P a = 0) (hPb : P b = 0) (κ : ℝ) :
    ∫ r in a..b, (P' r + κ * P r / r) ^ 2 =
      ∫ r in a..b, (P' r ^ 2 + κ * (κ + 1) * P r ^ 2 / r ^ 2) := by
  have h := smallOverlap_eq_energyForm ha hab hP hP hPa hPb κ
  simpa only [smallOverlap, smallComponent, energyForm, ← pow_two] using h
```

This is the claim as stated at the beginning, written out without the auxiliary definitions. It is the previous theorem with `Q` replaced by `P`; the final `simpa` unfolds the definitions and writes products of equal factors as squares. For a nonrelativistic particle, the end conditions describe confinement between two hard spherical walls.

For a single function, the general identity also tells precisely when the balance holds.

```lean
/-- Without boundary conditions, the overlap of the small component of `P` with itself equals the
radial energy form with centrifugal strength `κ (κ + 1)` exactly when `κ = 0` or `P² / r` takes the
same value at both ends. -/
theorem balance_iff_boundary (ha : 0 < a) (hab : a ≤ b) (hP : RadialC1 a b P P') (κ : ℝ) :
    smallOverlap a b κ P P' P P' = energyForm a b (κ * (κ + 1)) P P' P P' ↔
      κ = 0 ∨ P b * P b / b = P a * P a / a := by
  have h := smallOverlap_eq_add_boundary ha hab hP hP κ
  constructor
  · intro he
    have h0 : κ * (P b * P b / b - P a * P a / a) = 0 := by linarith
    exact (mul_eq_zero.mp h0).imp id sub_eq_zero.mp
  · rintro (h0 | h0)
    · rw [h, h0]
      simp
    · rw [h, h0]
      simp
```

The two integrals agree if and only if κ = 0 or P²/r has the same value at both ends. Vanishing at the ends is thus sufficient but not necessary: P(r) = √r satisfies the second condition on every shell. In the forward direction, `linarith` subtracts the assumed equality from the general identity, which leaves κ times the boundary difference equal to zero, and one of the two factors must then vanish. In the reverse direction, either alternative makes the boundary term zero.

## The kinetic energy matrix element

```lean
/-- If `P` vanishes at both ends of the shell, `c ≠ 0`, and `κ = l` or `κ = -(l + 1)`, then the
overlap of the small components with prefactor `1 / (2 c)`, multiplied by `2 c²`, is the
nonrelativistic kinetic energy matrix element `radialKinetic`. -/
theorem scaled_overlap_eq_kinetic (ha : 0 < a) (hab : a ≤ b)
    (hP : RadialC1 a b P P') (hQ : RadialC1 a b Q Q') (hPa : P a = 0) (hPb : P b = 0)
    {c κ : ℝ} (hc : c ≠ 0) (l : ℕ) (hκ : κ = l ∨ κ = -((l : ℝ) + 1)) :
    2 * c ^ 2 * ∫ r in a..b,
        (smallComponent κ P P' r / (2 * c)) * (smallComponent κ Q Q' r / (2 * c)) =
      radialKinetic a b l P P' Q Q' := by
  -- both values of `κ` give the same centrifugal strength
  have hg : κ * (κ + 1) = (l : ℝ) * (l + 1) := by
    rcases hκ with h | h
    · rw [h]
    · rw [h]
      ring
  have e : ∫ r in a..b,
      (smallComponent κ P P' r / (2 * c)) * (smallComponent κ Q Q' r / (2 * c)) =
      (1 / (2 * c)) ^ 2 * smallOverlap a b κ P P' Q Q' := by
    unfold smallOverlap
    rw [← intervalIntegral.integral_const_mul]
    congr 1
    funext r
    ring
  have hc' : 2 * c ^ 2 * (1 / (2 * c)) ^ 2 = 1 / 2 := by
    field_simp
  rw [e, smallOverlap_eq_energyForm ha hab hP hQ hPa hPb κ, hg, ← mul_assoc, hc']
  rfl
```

The hypothesis `hκ` restricts κ to the two values that belong to orbital angular momentum l. For l = 0 the first alternative gives κ = 0, which the theorem permits although it is not a Dirac quantum number. The constant `c` stands for the speed of light, but the algebra uses only that it is nonzero.

The proof follows the calculation by hand. The step `hg` shows that both values of κ give the strength l(l + 1). The step `e` moves the two prefactors out of the integral as (1/(2c))², and `hc'` evaluates 2c²(1/(2c))² as 1/2. The balance theorem for two functions then replaces the overlap by the energy form.

The theorem concerns matrix elements only. It makes no statement about eigenvalues of the Dirac operator or about the quality of a basis set.

## A lower bound from κ = −1/2

Since the balance identity holds for real κ, it can be used at a value that no Dirac spinor has. The product κ(κ + 1) is smallest at κ = −1/2, where it equals −1/4. The left side of the identity is the integral of a square, so

0 ≤ ∫ (P' − P/(2r))² dr = ∫ P'² dr − ¼ ∫ P²/r² dr.

```lean
/-- **Hardy inequality on a finite shell.** For `P` vanishing at both ends, one quarter of the
integral of `P² / r²` is at most the integral of `P'²`. -/
theorem radial_hardy (ha : 0 < a) (hab : a ≤ b)
    (hP : RadialC1 a b P P') (hPa : P a = 0) (hPb : P b = 0) :
    1 / 4 * ∫ r in a..b, P r ^ 2 / r ^ 2 ≤ ∫ r in a..b, P' r ^ 2 := by
  have hid2 : ContinuousOn (fun r : ℝ => r ^ 2) (Icc a b) := (continuous_pow 2).continuousOn
  have c1 : ContinuousOn (fun r => P' r ^ 2) (Icc a b) := hP.contDeriv.pow 2
  have c2 : ContinuousOn (fun r => P r ^ 2 / r ^ 2) (Icc a b) :=
    (hP.cont.pow 2).div hid2 (fun r hr => pow_ne_zero 2 (lt_of_lt_of_le ha hr.1).ne')
  have i1 := c1.intervalIntegrable_of_Icc (μ := volume) hab
  have i2 := c2.intervalIntegrable_of_Icc (μ := volume) hab
  -- `κ = -1/2` makes `κ (κ + 1)` as negative as possible
  have h := radial_kinetic_balance ha hab hP hPa hPb (-1 / 2)
  have hpos : 0 ≤ ∫ r in a..b, (P' r + (-1 / 2) * P r / r) ^ 2 :=
    intervalIntegral.integral_nonneg hab (fun r _ => sq_nonneg _)
  have e : ∫ r in a..b, (P' r ^ 2 + (-1 / 2) * (-1 / 2 + 1) * P r ^ 2 / r ^ 2) =
      (∫ r in a..b, P' r ^ 2) - 1 / 4 * ∫ r in a..b, P r ^ 2 / r ^ 2 := by
    rw [← intervalIntegral.integral_const_mul,
      ← intervalIntegral.integral_sub i1 (i2.const_mul (1 / 4))]
    congr 1
    funext r
    ring
  rw [h, e] at hpos
  linarith

end

end RadialKineticBalance
```

In the proof, `h` is the balance identity at κ = −1/2, `hpos` is the non-negativity of the integral of the square, and `e` separates the right side into two integrals, for which `i1` and `i2` provide integrability. Then `linarith` rearranges the result.

For l = 0 the inequality says that the radial kinetic energy ½∫P'² is at least ⅛∫P²/r², for functions confined to the shell. Hardy's inequality is usually stated on the whole half-line r > 0, together with the fact that the constant ¼ is the best possible; the theorem here concerns a finite shell with a > 0. On a given shell with a < b the constant ¼ is not the best possible: the substitution P(r) = √r u(ln r) shows that the best one is ¼ + π²/(ln(b/a))², which approaches ¼ as b/a grows. This sharper bound is not proved in the file.

```lean
#print axioms RadialKineticBalance.smallOverlap_eq_energyForm
#print axioms RadialKineticBalance.balance_iff_boundary
#print axioms RadialKineticBalance.scaled_overlap_eq_kinetic
#print axioms RadialKineticBalance.radial_hardy
```

```
'RadialKineticBalance.smallOverlap_eq_energyForm' depends on axioms: [propext, Classical.choice, Quot.sound]
'RadialKineticBalance.balance_iff_boundary' depends on axioms: [propext, Classical.choice, Quot.sound]
'RadialKineticBalance.scaled_overlap_eq_kinetic' depends on axioms: [propext, Classical.choice, Quot.sound]
'RadialKineticBalance.radial_hardy' depends on axioms: [propext, Classical.choice, Quot.sound]
```
